# A Matrix Recursion Counts Non-Backtracking Walks on a Finite Regular Graph

## Three sites in a ring

Take a triangle of sites $1,2,3$, each bonded to the other two, and let $A$ be its adjacency matrix: $A_{ij}=1$ if $i$ and $j$ are bonded, and $0$ otherwise. The entry $(A^2)_{11}=2$ counts the walks $1\to2\to1$ and $1\to3\to1$, which both reverse their first step. Subtracting $2$ from the diagonal removes them. What remains is $B_2=A^2-2\cdot 1=A$: one two-step walk between each pair of different sites, going the long way round.

For three steps, $B_2A=A^2$ still contains one walk from $1$ to $2$, namely $1\to2\to3\to2$. It consists of the single step $1\to2$ followed by an excursion to a neighbour of $2$ and back. The excursion cannot go to $1$, so there are $2-1=1$ of them, and the correction is $(2-1)A$. The result $B_3=A^2-A=2\cdot 1$ counts the two circuits of the ring from each site.

## Walks and hopping

In a non-interacting tight-binding or Hückel model with equal site energies $\alpha$ and equal nearest-neighbour hopping $\beta$, the Hamiltonian is $H=\alpha 1+\beta A$, and powers of $A$ count all hopping sequences. On a finite regular graph, the matrices $B_k$ are polynomials in $A$ that keep only the sequences without immediate reversal.

## What is stated

Let every site have $d$ neighbours. Set $B_0=1$, $B_1=A$, $B_2=A^2-d\,1$ and
$$B_{k+3}=B_{k+2}A-(d-1)B_{k+1}\qquad(k\ge0).$$
The theorem `B_apply_eq_card_walks` says that $(B_k)_{ij}$ is the number of non-backtracking walks of length $k$ from $i$ to $j$, for every $k\ge0$.

In Lean, `V` is the finite set of sites and `G` a `SimpleGraph`, so bonds are undirected, without loops or multiplicities. The graph need not be connected. The hypothesis `G.IsRegularOfDegree d` fixes the degree; $d=0$ is allowed. A walk is a function `w : Fin (k + 1) → V`, and `IsNonBacktracking` requires consecutive sites to be bonded and sites two steps apart to differ. `B` is defined by the matrix recursion alone, and `walks` by listing sequences, so the theorem equates two independent definitions.

A closed walk may end by reversing its first step, since no condition joins the end to the beginning. Hopping weights that vary from bond to bond are not covered.

The second result, `total_walks`, says that $d(d-1)^k$ non-backtracking walks of length $k+1$ start from each site. On a ring this is $2$, one for each direction.

## Derivation by the last step

Write $N_k(i,j)$ for the number of non-backtracking walks of length $k$, and $W_k(i;u,j)$ for the number of length $k+1$ from $i$ whose last step is $u\to j$. Hence $\sum_uW_k(i;u,j)=N_{k+1}(i,j)$.

Extend a walk of length $k+1$ ending at $u$ by a bond $u\to j$. Either the result is non-backtracking, or the walk had arrived at $u$ from $j$:
$$W_{k+1}(i;u,j)+W_k(i;j,u)=A_{uj}N_{k+1}(i,u).$$
Summing over $u$ gives
$$N_{k+2}(i,j)+\sum_uW_k(i;j,u)=(N_{k+1}A)_{ij}.\tag{1}$$

For $k=0$, a single step $j\to u$ from $i$ requires $i=j$, so the sum is $\delta_{ij}\deg j$. With $N_1=A$ and $D$ the diagonal matrix of degrees, $N_2=A^2-D$.

For longer walks, exchange $u$ and $j$ in the balance and sum over $u$:
$$\sum_uW_{k+1}(i;j,u)+N_{k+1}(i,j)=\deg(j)\,N_{k+1}(i,j).\tag{2}$$
Equation (1) with $k$ replaced by $k+1$ then yields, on any finite graph,
$$N_{k+3}=N_{k+2}A-N_{k+1}(D-1).$$
If $D=d\,1$, this is the recursion for $B_k$. The initial matrices agree as well, because $N_0=1$, so $N_k=B_k$ by induction.

For the total, sum (2) over $j$ with $\deg j=d$: each additional step multiplies the number of walks from $i$ by $d-1$. There are $d$ walks of length one, which gives $d(d-1)^k$.

## Without regularity

On the path $1-2-3$ the degrees are $1,2,1$. For any number $d$, the recursion gives $(B_2)_{11}=1-d$ and $(B_2)_{22}=2-d$. Both should vanish, since a two-step return always reverses, but no $d$ achieves this. The version with $D$ remains valid.

## Walks on directed bonds

Another model takes directed bonds as states and allows $(u\to v)$ to be followed by $(v\to w)$ when $w\ne u$. Powers of that transfer matrix count non-backtracking walks without a two-term recursion. The matrix is indexed by directed bonds, however, and site-to-site counts require a sum over first and last bonds.

## The Lean file

```lean
import Mathlib

open Finset

namespace NonBacktrackingWalks

variable {V : Type*} [Fintype V] [DecidableEq V] (G : SimpleGraph V) [DecidableRel G.Adj]

/-- A sequence of `k + 1` sites is a non-backtracking walk if consecutive sites are bonded
and sites two steps apart are different. -/
abbrev IsNonBacktracking (k : ℕ) (w : Fin (k + 1) → V) : Prop :=
  (∀ s t : Fin (k + 1), (t : ℕ) = s + 1 → G.Adj (w s) (w t)) ∧
    ∀ s t : Fin (k + 1), (t : ℕ) = s + 2 → w s ≠ w t

/-- The non-backtracking walks of length `k` from site `i` to site `j`. -/
def walks (k : ℕ) (i j : V) : Finset (Fin (k + 1) → V) :=
  univ.filter fun w => w 0 = i ∧ w (Fin.last k) = j ∧ IsNonBacktracking G k w

/-- The non-backtracking walks of length `k + 1` from `i` to `j` whose last step is `u → j`. -/
def walksVia (k : ℕ) (i u j : V) : Finset (Fin (k + 1 + 1) → V) :=
  (walks G (k + 1) i j).filter fun w => w (Fin.last k).castSucc = u

/-- The matrix whose entries are the numbers of non-backtracking walks of length `k`. -/
def countMatrix (k : ℕ) : Matrix V V ℤ :=
  Matrix.of fun i j => ((walks G k i j).card : ℤ)

/-- The matrix recursion `B₁ = A`, `B₂ = A² - d`, `Bₖ₊₁ = Bₖ A - (d - 1) Bₖ₋₁` for `k ≥ 2`,
supplemented by `B₀ = 1`. -/
def B (A : Matrix V V ℤ) (d : ℤ) : ℕ → Matrix V V ℤ
  | 0 => 1
  | 1 => A
  | 2 => A ^ 2 - d • (1 : Matrix V V ℤ)
  | k + 3 => B A d (k + 2) * A - (d - 1) • B A d (k + 1)

/-- There is one single-step walk from `i` to `j` with last step `u → j` if `i = u` and `u`
is bonded to `j`, and none otherwise. -/
theorem card_walksVia_zero (i u j : V) :
    (walksVia G 0 i u j).card = if i = u ∧ G.Adj u j then 1 else 0 := by
  by_cases h : i = u ∧ G.Adj u j
  · rw [if_pos h, Finset.card_eq_one]
    refine ⟨![u, j], ?_⟩
    ext w
    simp only [walksVia, walks, mem_filter, mem_univ, true_and, mem_singleton]
    constructor
    · rintro ⟨⟨_, hl, _⟩, hu⟩
      funext t
      fin_cases t
      exacts [hu, hl]
    · rintro rfl
      refine ⟨⟨h.1.symm, rfl, fun s t e => ?_, fun s t e => absurd t.isLt (by omega)⟩, rfl⟩
      have ht := t.isLt
      have hs : s = 0 := Fin.ext (show (s : ℕ) = 0 by omega)
      have ht' : t = 1 := Fin.ext (show (t : ℕ) = 1 by omega)
      rw [hs, ht']
      exact h.2
  · rw [if_neg h]
    by_contra hc
    obtain ⟨w, hw⟩ := Finset.card_pos.1 (Nat.pos_of_ne_zero hc)
    simp only [walksVia, walks, mem_filter, mem_univ, true_and] at hw
    obtain ⟨⟨h0, hl, hn⟩, hu⟩ := hw
    have ha : G.Adj (w (Fin.last 0).castSucc) (w (Fin.last (0 + 1))) := hn.1 _ _ rfl
    exact h ⟨h0.symm.trans hu, hu ▸ hl ▸ ha⟩

/-- Summing over the penultimate site recovers all non-backtracking walks. -/
theorem sum_card_walksVia (k : ℕ) (i j : V) :
    ∑ u, (walksVia G k i u j).card = (walks G (k + 1) i j).card := by
  have h := Finset.card_eq_sum_card_fiberwise (s := walks G (k + 1) i j)
    (t := (univ : Finset V)) (f := fun w : Fin (k + 1 + 1) → V => w (Fin.last k).castSucc)
    (fun _ _ => Finset.mem_coe.2 (Finset.mem_univ _))
  exact h.symm

/-- Walks ending at `u` that are extended along a bond `u → j` either stay non-backtracking
or had arrived at `u` from `j`. -/
theorem card_extend (k : ℕ) (i u j : V) :
    (walksVia G (k + 1) i u j).card + (walksVia G k i j u).card =
      if G.Adj u j then (walks G (k + 1) i u).card else 0 := by
  by_cases h : G.Adj u j
  · have split : ((walks G (k + 1) i u).filter
          fun w => ¬ w (Fin.last k).castSucc = j).card +
        ((walks G (k + 1) i u).filter fun w => w (Fin.last k).castSucc = j).card =
        (walks G (k + 1) i u).card := by
      rw [Finset.card_filter, Finset.card_filter, ← Finset.sum_add_distrib,
        Finset.card_eq_sum_ones]
      refine Finset.sum_congr rfl fun w _ => ?_
      by_cases hw : w (Fin.last k).castSucc = j <;> simp [hw]
    -- deleting the last site is a bijection onto the walks that did not come from `j`
    have bij : (walksVia G (k + 1) i u j).card = ((walks G (k + 1) i u).filter
        fun w => ¬ w (Fin.last k).castSucc = j).card := by
      refine Finset.card_bij (fun w _ => fun t : Fin (k + 1 + 1) => w t.castSucc) ?_ ?_ ?_
      · intro w hw
        simp only [walksVia, walks, mem_filter, mem_univ, true_and] at hw ⊢
        obtain ⟨⟨h0, hl, h1, h2⟩, hu⟩ := hw
        exact ⟨⟨h0, hu, fun s t e => h1 _ _ e, fun s t e => h2 _ _ e⟩,
          fun e => h2 (Fin.last k).castSucc.castSucc (Fin.last (k + 1 + 1)) rfl
            (e.trans hl.symm)⟩
      · intro w hw w' hw' e
        simp only [walksVia, walks, mem_filter, mem_univ, true_and] at hw hw'
        funext t
        induction t using Fin.lastCases with
        | last => exact hw.1.2.1.trans hw'.1.2.1.symm
        | cast t => exact congrFun e t
      · intro v hv
        obtain ⟨f, hf, hl⟩ : ∃ f : Fin (k + 1 + 1 + 1) → V,
            (fun t : Fin (k + 1 + 1) => f t.castSucc) = v ∧ f (Fin.last _) = j :=
          ⟨Fin.snoc (α := fun _ => V) v j, by funext t; simp, by simp⟩
        subst hf
        refine ⟨f, ?_, rfl⟩
        simp only [walksVia, walks, mem_filter, mem_univ, true_and] at hv ⊢
        obtain ⟨⟨h0, hu, h1, h2⟩, hne⟩ := hv
        refine ⟨⟨h0, hl, fun s t e => ?_, fun s t e => ?_⟩, hu⟩
        · induction t using Fin.lastCases with
          | last =>
            have e' : k + 1 + 1 = (s : ℕ) + 1 := e
            have hs : s = (Fin.last (k + 1)).castSucc :=
              Fin.ext (show (s : ℕ) = k + 1 by omega)
            have hu' : f (Fin.last (k + 1)).castSucc = u := hu
            rw [hs, hl, hu']
            exact h
          | cast t =>
            have e' : (t : ℕ) = s + 1 := e
            exact h1 ⟨s, by have := t.isLt; omega⟩ t e'
        · induction t using Fin.lastCases with
          | last =>
            have e' : k + 1 + 1 = (s : ℕ) + 2 := e
            have hs : s = (Fin.last k).castSucc.castSucc :=
              Fin.ext (show (s : ℕ) = k by omega)
            rw [hs, hl]
            exact hne
          | cast t =>
            have e' : (t : ℕ) = s + 2 := e
            exact h2 ⟨s, by have := t.isLt; omega⟩ t e'
    rw [if_pos h, bij]
    exact split
  · -- without a bond there is no such last step in either direction
    have z : ∀ (m : ℕ) (a b : V), ¬ G.Adj a b → (walksVia G m i a b).card = 0 := by
      intro m a b hab
      by_contra hc
      obtain ⟨w, hw⟩ := Finset.card_pos.1 (Nat.pos_of_ne_zero hc)
      simp only [walksVia, walks, mem_filter, mem_univ, true_and] at hw
      obtain ⟨⟨_, hl, hn⟩, hu⟩ := hw
      have ha : G.Adj (w (Fin.last m).castSucc) (w (Fin.last (m + 1))) := hn.1 _ _ rfl
      rw [hu, hl] at ha
      exact hab ha
    rw [if_neg h, z _ _ _ h, z _ _ _ fun e => h e.symm]

omit [DecidableEq V] in
/-- Adding a constant over all neighbours of `j` gives the degree of `j` times it. -/
theorem sum_neighbours (j : V) (c : ℕ) :
    ∑ u, (if G.Adj j u then c else 0) = G.degree j * c := by
  have h : (univ.filter fun u => G.Adj j u) = G.neighborFinset j := by ext u; simp
  rw [← Finset.sum_filter, h, Finset.sum_const, smul_eq_mul, G.card_neighborFinset_eq_degree]

/-- Continuations past `j`, together with the walks ending at `j`, number the degree of `j`
times the walks ending at `j`. -/
theorem sum_continuations (k : ℕ) (i j : V) :
    ∑ u, (walksVia G (k + 1) i j u).card + (walks G (k + 1) i j).card =
      G.degree j * (walks G (k + 1) i j).card := by
  have h : ∑ u, (walksVia G (k + 1) i j u).card + ∑ u, (walksVia G k i u j).card =
      G.degree j * (walks G (k + 1) i j).card := by
    rw [← Finset.sum_add_distrib, ← sum_neighbours]
    exact Finset.sum_congr rfl fun u _ => card_extend G k i j u
  rw [sum_card_walksVia] at h
  exact h

/-- One more hop by `A` yields the longer non-backtracking walks plus those that reverse
their last step. -/
theorem countMatrix_mul_adj (k : ℕ) (i j : V) :
    (countMatrix G (k + 1) * G.adjMatrix ℤ) i j =
      countMatrix G (k + 2) i j + ((∑ u, (walksVia G k i j u).card : ℕ) : ℤ) := by
  have h : (walks G (k + 1 + 1) i j).card + ∑ u, (walksVia G k i j u).card =
      ∑ u, if G.Adj u j then (walks G (k + 1) i u).card else 0 := by
    rw [← sum_card_walksVia G (k + 1) i j, ← Finset.sum_add_distrib]
    exact Finset.sum_congr rfl fun u _ => card_extend G k i u j
  change _ = ((walks G (k + 1 + 1) i j).card : ℤ) + _
  rw [← Nat.cast_add, h, Matrix.mul_apply, Nat.cast_sum]
  refine Finset.sum_congr rfl fun u _ => ?_
  simp only [countMatrix, Matrix.of_apply, SimpleGraph.adjMatrix_apply]
  split_ifs <;> simp

/-- On any finite graph the walk counts for lengths 0, 1 and 2 are `1`, `A` and `A² - D`,
with `D` the diagonal matrix of degrees. -/
theorem countMatrix_initial :
    countMatrix G 0 = 1 ∧ countMatrix G 1 = G.adjMatrix ℤ ∧
      countMatrix G 2 = G.adjMatrix ℤ ^ 2 - Matrix.diagonal fun v => (G.degree v : ℤ) := by
  have one : countMatrix G 1 = G.adjMatrix ℤ := by
    ext i j
    have h : (walks G 1 i j).card = if G.Adj i j then 1 else 0 :=
      (sum_card_walksVia G 0 i j).symm.trans (by
        simp only [card_walksVia_zero, ite_and, Finset.sum_ite_eq, Finset.mem_univ, if_true])
    change ((walks G 1 i j).card : ℤ) = _
    rw [h, SimpleGraph.adjMatrix_apply]
    split_ifs <;> rfl
  refine ⟨?_, one, ?_⟩
  · ext i j
    change ((walks G 0 i j).card : ℤ) = _
    by_cases h : i = j
    · subst h
      have e : (walks G 0 i i).card = 1 := by
        refine Finset.card_eq_one.2 ⟨fun _ => i, ?_⟩
        ext w
        simp only [walks, mem_filter, mem_univ, true_and, mem_singleton]
        constructor
        · rintro ⟨h0, _⟩
          funext t
          have ht : t = 0 := Fin.ext (show (t : ℕ) = 0 by have := t.isLt; omega)
          rw [ht]
          exact h0
        · rintro rfl
          exact ⟨rfl, rfl, fun s t e => absurd t.isLt (by omega),
            fun s t e => absurd t.isLt (by omega)⟩
      rw [e, Matrix.one_apply_eq, Nat.cast_one]
    · have e : (walks G 0 i j).card = 0 := by
        by_contra hc
        obtain ⟨w, hw⟩ := Finset.card_pos.1 (Nat.pos_of_ne_zero hc)
        simp only [walks, mem_filter, mem_univ, true_and] at hw
        exact h (hw.1.symm.trans hw.2.1)
      rw [e, Matrix.one_apply_ne h, Nat.cast_zero]
  · ext i j
    have h1 : (countMatrix G 1 * G.adjMatrix ℤ) i j = countMatrix G 2 i j +
        ((∑ u, (walksVia G 0 i j u).card : ℕ) : ℤ) := countMatrix_mul_adj G 0 i j
    -- the reversing two-step walks return to their origin, once per neighbour
    have h0 : ((∑ u, (walksVia G 0 i j u).card : ℕ) : ℤ) =
        Matrix.diagonal (fun v => (G.degree v : ℤ)) i j := by
      by_cases h : i = j
      · subst h
        have e : ∑ u, (walksVia G 0 i i u).card = G.degree i := by
          have s := sum_neighbours G i 1
          rw [mul_one] at s
          rw [← s]
          refine Finset.sum_congr rfl fun u _ => ?_
          rw [card_walksVia_zero]
          by_cases a : G.Adj i u <;> simp [a]
        rw [e, Matrix.diagonal_apply_eq]
      · rw [Matrix.diagonal_apply_ne _ h]
        simp [card_walksVia_zero, h]
    rw [one, h0] at h1
    rw [pow_two, Matrix.sub_apply]
    linear_combination -h1

/-- On any finite graph the walk counts obey `Nₖ₊₃ = Nₖ₊₂ A - Nₖ₊₁ (D - 1)`. -/
theorem countMatrix_recurrence (k : ℕ) :
    countMatrix G (k + 3) = countMatrix G (k + 2) * G.adjMatrix ℤ -
      countMatrix G (k + 1) * (Matrix.diagonal (fun v => (G.degree v : ℤ)) - 1) := by
  ext i j
  have h1 : (countMatrix G (k + 2) * G.adjMatrix ℤ) i j = countMatrix G (k + 3) i j +
      ((∑ u, (walksVia G (k + 1) i j u).card : ℕ) : ℤ) := countMatrix_mul_adj G (k + 1) i j
  have h2 : ((∑ u, (walksVia G (k + 1) i j u).card : ℕ) : ℤ) + countMatrix G (k + 1) i j =
      (G.degree j : ℤ) * countMatrix G (k + 1) i j := by
    simp only [countMatrix, Matrix.of_apply]
    exact_mod_cast sum_continuations G k i j
  rw [mul_sub, mul_one, Matrix.sub_apply, Matrix.sub_apply, Matrix.mul_diagonal]
  linear_combination -h1 - h2

/-- On a `d`-regular graph the entry `(Bₖ)ᵢⱼ` of the matrix recursion is the number of
non-backtracking walks of length `k` from `i` to `j`. -/
theorem B_apply_eq_card_walks {d : ℕ} (hd : G.IsRegularOfDegree d) (k : ℕ) (i j : V) :
    B (G.adjMatrix ℤ) d k i j = (walks G k i j).card := by
  have hdeg : ∀ v, G.degree v = d := hd
  have hD : Matrix.diagonal (fun v => (G.degree v : ℤ)) = (d : ℤ) • (1 : Matrix V V ℤ) := by
    ext a b
    simp [Matrix.diagonal_apply, Matrix.one_apply, hdeg]
  obtain ⟨c0, c1, c2⟩ := countMatrix_initial G
  -- both sequences have the same initial values and the same recursion
  have key : ∀ n, B (G.adjMatrix ℤ) d n = countMatrix G n := by
    intro n
    induction n using Nat.strong_induction_on with
    | _ n ih =>
      match n, ih with
      | 0, _ => rw [B, c0]
      | 1, _ => rw [B, c1]
      | 2, _ => rw [B, c2, hD]
      | m + 3, ih =>
        rw [B, ih (m + 2) (by omega), ih (m + 1) (by omega), countMatrix_recurrence, hD]
        rw [mul_sub, mul_one, Matrix.mul_smul, mul_one, sub_smul, one_smul]
  rw [key]
  rfl

/-- From every site of a `d`-regular graph there start `d (d - 1)ᵏ` non-backtracking walks
of length `k + 1`. -/
theorem total_walks {d : ℕ} (hd : G.IsRegularOfDegree d) (k : ℕ) (i : V) :
    ((∑ j, (walks G (k + 1) i j).card : ℕ) : ℤ) = d * ((d : ℤ) - 1) ^ k := by
  have hdeg : ∀ v, G.degree v = d := hd
  induction k with
  | zero =>
    have hc : ∀ j, ((walks G 1 i j).card : ℤ) = if G.Adj i j then 1 else 0 := fun j => by
      have h := congrFun (congrFun (countMatrix_initial G).2.1 i) j
      rw [SimpleGraph.adjMatrix_apply] at h
      exact h
    have h : ((∑ j, (walks G 1 i j).card : ℕ) : ℤ) = d := by
      rw [Nat.cast_sum, Finset.sum_congr rfl fun j _ => hc j]
      have s := sum_neighbours G i 1
      rw [mul_one, hdeg] at s
      exact_mod_cast s
    rw [pow_zero, mul_one]
    exact h
  | succ k ih =>
    have h1 : ∑ j, (walks G (k + 1 + 1) i j).card =
        ∑ u, ∑ j, (walksVia G (k + 1) i u j).card := by
      rw [Finset.sum_comm]
      exact Finset.sum_congr rfl fun j _ => (sum_card_walksVia G (k + 1) i j).symm
    have h2 : ∑ u, ∑ j, (walksVia G (k + 1) i u j).card + ∑ u, (walks G (k + 1) i u).card =
        d * ∑ u, (walks G (k + 1) i u).card := by
      rw [← Finset.sum_add_distrib, Finset.mul_sum]
      exact Finset.sum_congr rfl fun u _ => by rw [sum_continuations, hdeg]
    rw [← h1] at h2
    have h3 := congrArg (Nat.cast : ℕ → ℤ) h2
    rw [Nat.cast_add, Nat.cast_mul, ih] at h3
    rw [pow_succ]
    linear_combination h3

end NonBacktrackingWalks
```

```lean
#print axioms NonBacktrackingWalks.B_apply_eq_card_walks
-- 'NonBacktrackingWalks.B_apply_eq_card_walks' depends on axioms: [propext, Classical.choice, Quot.sound]
#print axioms NonBacktrackingWalks.total_walks
-- 'NonBacktrackingWalks.total_walks' depends on axioms: [propext, Classical.choice, Quot.sound]
```

## How the proof follows the derivation

`walksVia G k i u j` is the set counted by $W_k(i;u,j)$. `card_walksVia_zero` evaluates it for one step, and `sum_card_walksVia` sorts walks by their penultimate site.

The combinatorial core is `card_extend`, the balance above. If $u$ and $j$ are bonded, `split` separates the walks ending at $u$ according to whether they came from $j$. `Finset.card_bij` then matches those that did not with the extended walks by deleting the last site; `Fin.snoc` puts it back for surjectivity. If there is no bond, both terms on the left are zero.

`countMatrix_mul_adj` is equation (1), and `sum_continuations` is equation (2), with `sum_neighbours` supplying the degree. `countMatrix_initial` computes $N_0,N_1,N_2$, and `countMatrix_recurrence` combines (1) and (2) by `linear_combination`.

In `B_apply_eq_card_walks`, `hD` turns $D$ into $d\,1$, and strong induction supplies the two earlier matrices that the recursion needs. `total_walks` uses ordinary induction on $k$, with `sum_continuations` providing the factor $d-1$.
